# Two conditions decide whether Boys localization fixes a pair of real orbitals

## Centres that move while the Boys sum stands still

Take two real orthonormal orbitals $\phi_0,\phi_1$ and, for each Cartesian component $c$, the position matrix $(X_c)_{ij}=\langle\phi_i|r_c|\phi_j\rangle$. Write $d_c=\tfrac12\big((X_c)_{00}-(X_c)_{11}\big)$ for half the signed difference between the orbital centres along $c$, and $b_c=(X_c)_{01}$ for the off-diagonal entry. The Boys sum is the sum of the squared diagonal entries of all the $X_c$, and localization rotates the pair to make it as large as possible.

I have a pair with $d=(1,0)$ and $b=(0,1)$ in the $x,y$ plane, with the origin midway between the two centres. The centres clearly move when I rotate the orbitals, yet the Boys sum stays at 2 whatever angle I try. Is this a coincidence of my numbers? And does the pair then have localized orbitals at all?

## The half-separation runs along an ellipse

Rotate the pair by an angle $u$:

$$\phi_0'=\cos u\,\phi_0+\sin u\,\phi_1,\qquad \phi_1'=-\sin u\,\phi_0+\cos u\,\phi_1 .$$

With $m_c=\tfrac12\big((X_c)_{00}+(X_c)_{11}\big)$, the first new diagonal entry is

$$\cos^2\!u\,(X_c)_{00}+2\sin u\cos u\,b_c+\sin^2\!u\,(X_c)_{11}=m_c+s_c,\qquad s_c=d_c\cos 2u+b_c\sin 2u .$$

The trace is preserved, so the second entry is $m_c-s_c$. The squares add up to $2m_c^2+2s_c^2$, and the double-angle formulas give

$$2s_c^2=d_c^2+b_c^2+(d_c^2-b_c^2)\cos4u+2d_cb_c\sin4u .$$

Summed over $c$, the Boys sum is

$$B(u)=K+P\cos4u+Q\sin4u,\qquad P=\sum_c d_c^2-\sum_c b_c^2,\quad Q=2\sum_c d_cb_c,$$

where $K=\sum_c(2m_c^2+d_c^2+b_c^2)$.

If $P=Q=0$, then $B$ is constant. Conversely, $B(0)=K+P$, $B(\pi/8)=K+Q$ and $B(\pi/4)=K-P$. Equality of the first and third gives $P=0$, and equality of the first two then gives $Q=0$.

So your numbers are an instance of a general condition. The vector $s=d\cos2u+b\sin2u$ traces an ellipse, and the Boys sum depends on $u$ only through its length. That length is constant exactly when $d$ and $b$ are orthogonal and equally long: the ellipse is a circle, or a point if both vanish. Your centres travel around a circle and never get further apart.

## Maximizing angles always exist, but may select nothing

$B$ is continuous and periodic, so it has a maximum. Suppose $P$ and $Q$ are not both zero, and let $u$ and $v$ both maximize $h(t)=P\cos4t+Q\sin4t$, with maximal value $M$. Since $h(t+\pi/4)=-h(t)$, we have $|h|\le M$ everywhere. If $M\le0$, then $h$ would vanish identically, so $P=h(0)=0$ and $Q=h(\pi/8)=0$, a contradiction. Hence $M>0$. The sum-to-product identity gives

$$2M=h(u)+h(v)=2\cos\big(2(u-v)\big)\,h\!\left(\tfrac{u+v}{2}\right).$$

Because $|h|\le M$, the cosine must be $\pm1$, so $\sin2(u-v)=0$ and $u-v=n\pi/2$ for an integer $n$. A quarter turn sends $(\phi_0,\phi_1)$ to $(\phi_1,-\phi_0)$, which is the same pair up to order and sign.

If $P=Q=0$, every angle is a maximizer. Localized orbitals then exist in the sense that a maximum is attained, but the criterion does not single out a pair.

## Five and five, or five and two

Take two traceless matrices with $d=(2,1)$ and $b=(1,-2)$. Then $\sum d_c^2=\sum b_c^2=5$ and $\sum d_cb_c=2-2=0$. The Boys sum is $4+4+1+1=10$ at $u=0$ and $1+1+4+4=10$ at $u=\pi/4$. At $\pi/8$ the diagonal entries are $\pm3/\sqrt2$ and $\mp1/\sqrt2$, which again gives 10.

Now change $b$ to $(1,-1)$. Then $K=7$, $P=3$ and $Q=2$, and the maximum $7+\sqrt{13}\approx10.61$ lies at $u=\tfrac14\arctan\tfrac23\approx0.147$, unique up to quarter turns.

## What the Lean statements say

The index type `ι` labels the components. It is any finite type, so three Cartesian directions are one case. `X c` is the matrix $X_c$, `halfDiff (X c)` is $d_c$, and `X c 0 1` is $b_c$. The columns of `rot u` are the new orbitals, `boys X u` is $B(u)$, and `IsBoysAngle X u` says that no angle gives a larger value.

The hypothesis `hX` makes every matrix symmetric, as position matrices of real orbitals are. The matrices are otherwise arbitrary and are not computed from orbitals. Complex orbitals and simultaneous rotations of three or more orbitals lie beyond this model.

`boys_const_iff` is the equivalence between a constant Boys sum and the two conditions, and `three_angle_test` shows that the angles $0,\pi/8,\pi/4$ suffice to decide it. `exists_isBoysAngle` provides a maximizer. `boysAngle_unique_iff` says that maximizers agree up to quarter turns exactly when the two conditions do not both hold.

For one component, `boys_const_single_iff` reduces the conditions to a multiple of the identity matrix. A degeneracy with moving centres, like yours, therefore needs at least two components. Your pair is `boys_const_witness`.

```lean
import Mathlib

open Real Matrix

namespace BoysDegeneracy

noncomputable section

variable {ι : Type*} [Fintype ι]

/-- Rotation of an orbital pair by the angle `u`; the columns are the new orbitals. -/
def rot (u : ℝ) : Matrix (Fin 2) (Fin 2) ℝ := !![cos u, -sin u; sin u, cos u]

/-- Half the difference of the two diagonal entries of a position matrix. -/
def halfDiff (A : Matrix (Fin 2) (Fin 2) ℝ) : ℝ := (A 0 0 - A 1 1) / 2

/-- The Boys sum: squared diagonal entries of all position matrices `X c`, taken in the
orbital pair rotated by `u`. -/
def boys (X : ι → Matrix (Fin 2) (Fin 2) ℝ) (u : ℝ) : ℝ :=
  ∑ c, ∑ i, (((rot u)ᵀ * X c * rot u) i i) ^ 2

/-- The angle `u` localizes the orbital pair: no other angle gives a larger Boys sum. -/
def IsBoysAngle (X : ι → Matrix (Fin 2) (Fin 2) ℝ) (u : ℝ) : Prop :=
  ∀ v, boys X v ≤ boys X u

/-- The squared diagonal entries of one rotated symmetric position matrix, in terms of its
trace, half-difference and off-diagonal entry. -/
theorem sum_sq_diag_rot (A : Matrix (Fin 2) (Fin 2) ℝ) (hA : A.IsSymm) (u : ℝ) :
    ∑ i, (((rot u)ᵀ * A * rot u) i i) ^ 2 =
      (A 0 0 + A 1 1) ^ 2 / 2 + 2 * (halfDiff A * cos (2 * u) + A 0 1 * sin (2 * u)) ^ 2 := by
  have h10 : A 1 0 = A 0 1 := hA.apply 0 1
  have r00 : rot u 0 0 = cos u := rfl
  have r01 : rot u 0 1 = -sin u := rfl
  have r10 : rot u 1 0 = sin u := rfl
  have r11 : rot u 1 1 = cos u := rfl
  -- the two new orbital centres lie symmetrically about the mean position
  have e0 : ((rot u)ᵀ * A * rot u) 0 0 =
      (A 0 0 + A 1 1) / 2 + (halfDiff A * cos (2 * u) + A 0 1 * sin (2 * u)) := by
    simp only [Matrix.mul_apply, Matrix.transpose_apply, Fin.sum_univ_two, r00, r10, h10,
      halfDiff, Real.cos_two_mul, Real.sin_two_mul]
    linear_combination A 1 1 * Real.sin_sq_add_cos_sq u
  have e1 : ((rot u)ᵀ * A * rot u) 1 1 =
      (A 0 0 + A 1 1) / 2 - (halfDiff A * cos (2 * u) + A 0 1 * sin (2 * u)) := by
    simp only [Matrix.mul_apply, Matrix.transpose_apply, Fin.sum_univ_two, r01, r11, h10,
      halfDiff, Real.cos_two_mul, Real.sin_two_mul]
    linear_combination A 0 0 * Real.sin_sq_add_cos_sq u
  rw [Fin.sum_univ_two, e0, e1]
  ring

/-- For symmetric position matrices the Boys sum is a constant plus a harmonic in four times
the rotation angle. -/
theorem boys_eq (X : ι → Matrix (Fin 2) (Fin 2) ℝ) (hX : ∀ c, (X c).IsSymm) (u : ℝ) :
    boys X u = ∑ c, ((X c 0 0 + X c 1 1) ^ 2 / 2 + halfDiff (X c) ^ 2 + X c 0 1 ^ 2)
      + (∑ c, halfDiff (X c) ^ 2 - ∑ c, X c 0 1 ^ 2) * cos (4 * u)
      + 2 * (∑ c, halfDiff (X c) * X c 0 1) * sin (4 * u) := by
  unfold boys
  rw [← Finset.sum_sub_distrib, Finset.sum_mul, Finset.mul_sum, Finset.sum_mul,
    ← Finset.sum_add_distrib, ← Finset.sum_add_distrib]
  refine Finset.sum_congr rfl fun c _ => ?_
  have h4 : 4 * u = 2 * (2 * u) := by ring
  rw [sum_sq_diag_rot (X c) (hX c), h4, Real.cos_two_mul (2 * u), Real.sin_two_mul (2 * u)]
  linear_combination 2 * X c 0 1 ^ 2 * Real.sin_sq_add_cos_sq (2 * u)

/-- Three-angle test: for symmetric position matrices, the Boys sums at 0, π/8 and π/4 agree
exactly when `∑ d² = ∑ b²` and `∑ d b = 0`, with `d` the half-differences and `b` the
off-diagonal entries. -/
theorem three_angle_test (X : ι → Matrix (Fin 2) (Fin 2) ℝ) (hX : ∀ c, (X c).IsSymm) :
    (boys X 0 = boys X (π / 8) ∧ boys X 0 = boys X (π / 4)) ↔
      (∑ c, halfDiff (X c) ^ 2 = ∑ c, X c 0 1 ^ 2 ∧ ∑ c, halfDiff (X c) * X c 0 1 = 0) := by
  have e0 : 4 * (0 : ℝ) = 0 := by ring
  have e1 : 4 * (π / 8) = π / 2 := by ring
  have e2 : 4 * (π / 4) = π := by ring
  rw [boys_eq X hX 0, boys_eq X hX (π / 8), boys_eq X hX (π / 4), e0, e1, e2, Real.cos_zero,
    Real.sin_zero, Real.cos_pi_div_two, Real.sin_pi_div_two, Real.cos_pi, Real.sin_pi]
  constructor
  · rintro ⟨h1, h2⟩
    constructor <;> linarith
  · rintro ⟨h1, h2⟩
    constructor <;> linarith

/-- For symmetric position matrices, the Boys sum does not depend on the rotation angle if and
only if `∑ d² = ∑ b²` and `∑ d b = 0`, with `d` the half-differences and `b` the off-diagonal
entries. -/
theorem boys_const_iff (X : ι → Matrix (Fin 2) (Fin 2) ℝ) (hX : ∀ c, (X c).IsSymm) :
    (∀ u v, boys X u = boys X v) ↔
      (∑ c, halfDiff (X c) ^ 2 = ∑ c, X c 0 1 ^ 2 ∧ ∑ c, halfDiff (X c) * X c 0 1 = 0) := by
  constructor
  · intro h
    exact (three_angle_test X hX).mp ⟨h _ _, h _ _⟩
  · rintro ⟨h1, h2⟩ u v
    rw [boys_eq X hX u, boys_eq X hX v, h1, h2]
    ring

/-- For symmetric position matrices a localizing angle always exists. -/
theorem exists_isBoysAngle (X : ι → Matrix (Fin 2) (Fin 2) ℝ) (hX : ∀ c, (X c).IsSymm) :
    ∃ u, IsBoysAngle X u := by
  have hc : Continuous (boys X) := by
    rw [funext (boys_eq X hX)]
    fun_prop
  have hp : Function.Periodic (boys X) (2 * π) := by
    intro u
    simp only [boys, rot, Real.cos_add_two_pi, Real.sin_add_two_pi]
  -- a maximum over one full turn is a maximum over all angles
  obtain ⟨u, _, hu⟩ := (isCompact_Icc (a := (0 : ℝ)) (b := 2 * π)).exists_isMaxOn
    ⟨0, le_refl 0, Real.two_pi_pos.le⟩ hc.continuousOn
  refine ⟨u, fun v => ?_⟩
  obtain ⟨w, hw, hvw⟩ := hp.exists_mem_Ico₀ Real.two_pi_pos v
  rw [hvw]
  exact isMaxOn_iff.mp hu w ⟨hw.1, hw.2.le⟩

/-- Two maximizing angles of a nonzero harmonic in `4 t` differ by a whole number of quarter
turns. -/
theorem harmonic_max_unique {P Q u v : ℝ} (hPQ : ¬(P = 0 ∧ Q = 0))
    (hu : ∀ t, P * cos (4 * t) + Q * sin (4 * t) ≤ P * cos (4 * u) + Q * sin (4 * u))
    (hv : ∀ t, P * cos (4 * t) + Q * sin (4 * t) ≤ P * cos (4 * v) + Q * sin (4 * v)) :
    ∃ n : ℤ, u - v = n * (π / 2) := by
  have huv := le_antisymm (hv u) (hu v)
  -- a shift by π/4 reverses the sign of the harmonic
  have hneg : ∀ t, -(P * cos (4 * t) + Q * sin (4 * t)) ≤
      P * cos (4 * u) + Q * sin (4 * u) := by
    intro t
    have h := hu (t + π / 4)
    have e : 4 * (t + π / 4) = 4 * t + π := by ring
    rw [e, Real.cos_add_pi, Real.sin_add_pi] at h
    linarith
  have hsum : P * cos (4 * u) + Q * sin (4 * u) + (P * cos (4 * v) + Q * sin (4 * v)) =
      2 * cos (2 * (u - v)) *
        (P * cos (4 * ((u + v) / 2)) + Q * sin (4 * ((u + v) / 2))) := by
    have e1 : 4 * u = 4 * ((u + v) / 2) + 2 * (u - v) := by ring
    have e2 : 4 * v = 4 * ((u + v) / 2) - 2 * (u - v) := by ring
    rw [e1, e2, Real.cos_add, Real.sin_add, Real.cos_sub, Real.sin_sub]
    ring
  have hm1 := hu ((u + v) / 2)
  have hm2 := hneg ((u + v) / 2)
  have hpos : 0 < P * cos (4 * u) + Q * sin (4 * u) := by
    by_contra hle
    have a1 := hu 0
    have a2 := hneg 0
    have b1 := hu (π / 8)
    have b2 := hneg (π / 8)
    have e0 : 4 * (0 : ℝ) = 0 := by ring
    have e1 : 4 * (π / 8) = π / 2 := by ring
    rw [e0, Real.cos_zero, Real.sin_zero] at a1 a2
    rw [e1, Real.cos_pi_div_two, Real.sin_pi_div_two] at b1 b2
    exact hPQ ⟨by linarith, by linarith⟩
  rw [← huv] at hsum
  generalize P * cos (4 * u) + Q * sin (4 * u) = M at hsum hm1 hm2 hpos
  generalize P * cos (4 * ((u + v) / 2)) + Q * sin (4 * ((u + v) / 2)) = m at hsum hm1 hm2
  -- the value at the midpoint can only be consistent if the cosine is ±1
  have hM : M = cos (2 * (u - v)) * m := by linarith
  have hmM : m ^ 2 ≤ M ^ 2 := by nlinarith
  have hle : M ^ 2 ≤ cos (2 * (u - v)) ^ 2 * M ^ 2 := by
    calc M ^ 2 = cos (2 * (u - v)) ^ 2 * m ^ 2 := by rw [hM]; ring
      _ ≤ cos (2 * (u - v)) ^ 2 * M ^ 2 := mul_le_mul_of_nonneg_left hmM (sq_nonneg _)
  have hs : sin (2 * (u - v)) = 0 := by
    by_contra hne
    have h1 : 0 < sin (2 * (u - v)) ^ 2 * M ^ 2 := by positivity
    have h2 : sin (2 * (u - v)) ^ 2 * M ^ 2 = M ^ 2 - cos (2 * (u - v)) ^ 2 * M ^ 2 := by
      linear_combination M ^ 2 * Real.sin_sq_add_cos_sq (2 * (u - v))
    linarith
  obtain ⟨n, hn⟩ := Real.sin_eq_zero_iff.mp hs
  exact ⟨n, by linarith⟩

/-- For symmetric position matrices, the localizing angle is unique up to quarter turns if and
only if the two conditions `∑ d² = ∑ b²` and `∑ d b = 0` do not both hold. -/
theorem boysAngle_unique_iff (X : ι → Matrix (Fin 2) (Fin 2) ℝ) (hX : ∀ c, (X c).IsSymm) :
    (∀ u v, IsBoysAngle X u → IsBoysAngle X v → ∃ n : ℤ, u - v = n * (π / 2)) ↔
      ¬(∑ c, halfDiff (X c) ^ 2 = ∑ c, X c 0 1 ^ 2 ∧
        ∑ c, halfDiff (X c) * X c 0 1 = 0) := by
  constructor
  · intro h hdeg
    -- in the degenerate case 0 and π/4 are both localizing angles
    have hc := (boys_const_iff X hX).mpr hdeg
    obtain ⟨n, hn⟩ := h (π / 4) 0 (fun v => (hc v _).le) (fun v => (hc v _).le)
    have h1 : π * (2 * (n : ℝ) - 1) = 0 := by linarith
    have h2 : 2 * (n : ℝ) - 1 = 0 := (mul_eq_zero.mp h1).resolve_left Real.pi_ne_zero
    have h3 : 2 * n - 1 = 0 := by exact_mod_cast h2
    omega
  · intro hnd u v hu hv
    refine harmonic_max_unique (P := ∑ c, halfDiff (X c) ^ 2 - ∑ c, X c 0 1 ^ 2)
      (Q := 2 * ∑ c, halfDiff (X c) * X c 0 1) ?_ ?_ ?_
    · rintro ⟨h1, h2⟩
      exact hnd ⟨by linarith, by linarith⟩
    · intro t
      have h := hu t
      rw [boys_eq X hX t, boys_eq X hX u] at h
      linarith
    · intro t
      have h := hv t
      rw [boys_eq X hX t, boys_eq X hX v] at h
      linarith

/-- With a single symmetric position matrix, the Boys sum is independent of the angle only if
the matrix is diagonal with equal diagonal entries, and then it is. -/
theorem boys_const_single_iff (A : Matrix (Fin 2) (Fin 2) ℝ) (hA : A.IsSymm) :
    (∀ u v, boys (fun _ : Unit => A) u = boys (fun _ : Unit => A) v) ↔
      (A 0 1 = 0 ∧ A 0 0 = A 1 1) := by
  rw [boys_const_iff _ (fun _ => hA)]
  simp only [Finset.univ_unique, Finset.sum_singleton, halfDiff]
  constructor
  · rintro ⟨h1, h2⟩
    rcases mul_eq_zero.mp h2 with h | h
    · rw [h] at h1
      exact ⟨by nlinarith, by linarith⟩
    · rw [h] at h1
      have h3 : (A 0 0 - A 1 1) / 2 = 0 := by nlinarith
      exact ⟨h, by linarith⟩
  · rintro ⟨h1, h2⟩
    rw [h1, h2]
    constructor <;> ring

/-- Two position matrices, one diagonal with entries 1 and -1 and one purely off-diagonal with
entries 1, give the Boys sum 2 at every angle. -/
theorem boys_const_witness (u : ℝ) :
    boys ![!![1, 0; 0, -1], !![0, 1; 1, 0]] u = 2 := by
  rw [boys_eq]
  · norm_num [Fin.sum_univ_two, halfDiff]
  · intro c
    refine Matrix.IsSymm.ext fun i j => ?_
    fin_cases c <;> fin_cases i <;> fin_cases j <;> simp

end

end BoysDegeneracy
```

```lean
#print axioms BoysDegeneracy.exists_isBoysAngle
#print axioms BoysDegeneracy.boysAngle_unique_iff
#print axioms BoysDegeneracy.boys_const_single_iff
```

```
'BoysDegeneracy.exists_isBoysAngle' depends on axioms: [propext, Classical.choice, Quot.sound]
'BoysDegeneracy.boysAngle_unique_iff' depends on axioms: [propext, Classical.choice, Quot.sound]
'BoysDegeneracy.boys_const_single_iff' depends on axioms: [propext, Classical.choice, Quot.sound]
```

## From the rotated entries to the quarter turns

`sum_sq_diag_rot` computes the entries $m_c\pm s_c$ as `e0` and `e1`; each `linear_combination` there supplies the needed multiple of $\sin^2u+\cos^2u=1$. `boys_eq` then works component by component and converts $2s_c^2$ into the harmonic in $4u$.

In `three_angle_test`, the values of sine and cosine at $0$, $\pi/2$ and $\pi$ are inserted, and `linarith` solves the linear equations for $P$ and $Q$. `boys_const_iff` takes one direction from this test and the other by substituting the conditions into `boys_eq`.

`exists_isBoysAngle` finds a maximum on the compact interval $[0,2\pi]$ and carries it to all angles by periodicity.

`harmonic_max_unique` is the midpoint argument. `hneg` is the sign reversal under a shift by $\pi/4$, `hpos` is $M>0$, and `hsum` is the sum-to-product identity. After the two `generalize` steps, `M` is the maximum and `m` the midpoint value. The squared inequalities `hmM` and `hle` lead to `hs`, the vanishing sine, from which the integer `n` is read off.

`boysAngle_unique_iff` applies this lemma in the nondegenerate case. In the degenerate case both $0$ and $\pi/4$ are maximizers; a difference of $n\pi/2$ would require $2n=1$, which `omega` refutes for integers.

In `boys_const_single_iff`, the condition $db=0$ makes one factor vanish and $d^2=b^2$ then removes the other. `boys_const_witness` evaluates `boys_eq` for the explicit matrices.

## The pair step in a Jacobi sweep

A Jacobi-type Boys localization goes through the occupied orbitals pair by pair. For each pair it forms $P$ and $Q$ from the dipole integrals, rotates by $u=\tfrac14\operatorname{atan2}(Q,P)$, updates the integrals and moves on, until all the angles are small. When $P=Q=0$, no angle is preferred, and a program may simply leave the pair as it is.

Later rotations with other orbitals can still change $P$ and $Q$ for that pair. If both vanish once the sweeps have converged, rotating the pair leaves the total Boys sum unchanged, and local correlation methods that build their orbital domains from Boys orbitals can inherit an arbitrary choice.
